# The classical configurational partition function of a harmonic crystal with a positive definite force-constant matrix

The theorem `partitionFunction_eq` concerns a classical harmonic system with finitely many real displacement coordinates, potential energy ½ xᵀHx and inverse temperature β > 0. The force-constant matrix H is assumed positive definite, so there are no zero modes, and the partition function is the integral of the Boltzmann factor over all displacements, with no momentum part. The theorem says that this integral is positive and equals √(2π/β)ⁿ / √(det H), where n is the number of coordinates. The proof factors H as BᵀB and substitutes y = Bx, which turns the integral into a product of n identical one-dimensional Gaussians, scaled by 1/|det B|. Positivity is then read off from the formula.

This version doesn't compile in Lean 4 with Mathlib:

```lean
import Mathlib

open Matrix MeasureTheory

namespace HarmonicReferenceLeg

noncomputable section

variable {n : Type*} [Fintype n] [DecidableEq n]

/-- Potential energy of a harmonic crystal with force-constant matrix `H` at displacement `x`. -/
def energy (H : Matrix n n ℝ) (x : n → ℝ) : ℝ := 1 / 2 * (x ⬝ᵥ H *ᵥ x)

/-- Classical configurational partition function: the Boltzmann factor integrated over all
displacements. -/
def partitionFunction (β : ℝ) (H : Matrix n n ℝ) : ℝ :=
  ∫ x : n → ℝ, Real.exp (-β * energy H x)

/-- A positive definite force-constant matrix factors as `Bᵀ B`. -/
theorem exists_factor {H : Matrix n n ℝ} (hH : H.PosDef) :
    ∃ B : Matrix n n ℝ, H = Bᵀ * B := by
  have h := hH.isHermitian.spectral_theorem
  rw [Unitary.conjStarAlgAut_apply] at h
  let U : Matrix n n ℝ := hH.isHermitian.eigenvectorUnitary
  let e := hH.isHermitian.eigenvalues
  -- scale each eigenvector coordinate by the square root of its eigenvalue
  refine ⟨diagonal (fun i => Real.sqrt (e i)) * Uᵀ, ?_⟩
  have hd : diagonal (fun i => Real.sqrt (e i)) * diagonal (fun i => Real.sqrt (e i))
      = diagonal e := by
    rw [diagonal_mul_diagonal]
    congr 1
    funext i
    exact Real.mul_self_sqrt (hH.eigenvalues_pos i).le
  have h' : H = U * diagonal e * Uᵀ := h
  rw [transpose_mul, transpose_transpose, diagonal_transpose, mul_assoc,
    ← mul_assoc (diagonal _) (diagonal _), hd, ← mul_assoc]
  exact h'

/-- The partition function of a harmonic crystal is positive and equals
`√(2π/β)ⁿ / √(det H)`, with `n` the number of degrees of freedom. -/
theorem partitionFunction_eq {β : ℝ} (hβ : 0 < β) {H : Matrix n n ℝ} (hH : H.PosDef) :
    0 < partitionFunction β H ∧ partitionFunction β H =
      Real.sqrt (2 * Real.pi / β) ^ Fintype.card n / Real.sqrt H.det := by
  have hdet := hH.det_pos
  have hZ : partitionFunction β H =
      Real.sqrt (2 * Real.pi / β) ^ Fintype.card n / Real.sqrt H.det := by
    obtain ⟨B, rfl⟩ := exists_factor hH
    have hB : B.det ≠ 0 := by
      intro h0
      simp [det_mul, h0] at hdet
    -- the isotropic Gaussian splits into independent modes
    have hG : ∫ y : n → ℝ, Real.exp (-β * (1 / 2 * (y ⬝ᵥ y))) =
        Real.sqrt (2 * Real.pi / β) ^ Fintype.card n := by
      have hprod : ∀ y : n → ℝ, Real.exp (-β * (1 / 2 * (y ⬝ᵥ y))) =
          ∏ i, Real.exp (-(β / 2) * (y i) ^ 2) := by
        intro y
        rw [← Real.exp_sum, dotProduct, Finset.mul_sum, Finset.mul_sum]
        congr 1
        exact Finset.sum_congr rfl fun i _ => by ring
      have hb : 2 * Real.pi / β = Real.pi / (β / 2) := by field_simp
      simp_rw [hprod]
      rw [hb, ← integral_gaussian]
      exact integral_fintype_prod_volume_eq_pow (ι := n)
        (f := fun u : ℝ => Real.exp (-(β / 2) * u ^ 2))
    have hc : Continuous fun y : n → ℝ => Real.exp (-β * (1 / 2 * (y ⬝ᵥ y))) := by
      unfold dotProduct
      fun_prop
    -- change of variables `y = B x`
    have h2 := integral_map (μ := (volume : Measure (n → ℝ)))
      (LinearMap.continuous_of_finiteDimensional (toLin' B)).measurable.aemeasurable
      hc.aestronglyMeasurable
    rw [Real.map_matrix_volume_pi_eq_smul_volume_pi hB, integral_smul_measure,
      ENNReal.toReal_ofReal (abs_nonneg _), smul_eq_mul, hG] at h2
    have he : ∀ x : n → ℝ, energy (Bᵀ * B) x = 1 / 2 * (toLin' B x ⬝ᵥ toLin' B x) := by
      intro x
      rw [energy, ← mulVec_mulVec, dotProduct_mulVec, vecMul_transpose, toLin'_apply]
    simp_rw [partitionFunction, he]
    rw [← h2, det_mul, det_transpose, Real.sqrt_mul_self_eq_abs, abs_inv, div_eq_inv_mul]
  refine ⟨?_, hZ⟩
  rw [hZ]
  have ha : 0 < 2 * Real.pi / β := by positivity
  exact div_pos (pow_pos (Real.sqrt_pos.2 ha) _) (Real.sqrt_pos.2 hdet)

end

end HarmonicReferenceLeg
```

Messages:

```
Main.lean:46:72: error: unsolved goals
n : Type u_1
inst✝¹ : Fintype n
inst✝ : DecidableEq n
β : ℝ
hβ : 0 < β
B : Matrix n n ℝ
hH : (Bᵀ * B).PosDef
hdet : 0 < (Bᵀ * B).det
hB : B.det ≠ 0
hG : ∫ (y : n → ℝ), Real.exp (-β * (1 / 2 * y ⬝ᵥ y)) = √(2 * Real.pi / β) ^ Fintype.card n
hc : Continuous fun y => Real.exp (-β * (1 / 2 * y ⬝ᵥ y))
h2 :
  |B.det⁻¹| * √(2 * Real.pi / β) ^ Fintype.card n =
    ∫ (x : n → ℝ), Real.exp (-β * (1 / 2 * (toLin' B) x ⬝ᵥ (toLin' B) x))
he : ∀ (x : n → ℝ), energy (Bᵀ * B) x = 1 / 2 * (toLin' B) x ⬝ᵥ (toLin' B) x
⊢ |B.det|⁻¹ * √(β⁻¹ * (2 * Real.pi)) ^ Fintype.card n = √(β⁻¹ * (2 * Real.pi)) ^ Fintype.card n / |B.det|
```

The mended proof, as a diff:

```diff
@@ -76,5 +76,6 @@
       rw [energy, ← mulVec_mulVec, dotProduct_mulVec, vecMul_transpose, toLin'_apply]
     simp_rw [partitionFunction, he]
-    rw [← h2, det_mul, det_transpose, Real.sqrt_mul_self_eq_abs, abs_inv, div_eq_inv_mul]
+    rw [← h2, det_mul, det_transpose, Real.sqrt_mul_self_eq_abs, abs_inv]
+    exact (div_eq_inv_mul _ _).symm
   refine ⟨?_, hZ⟩
   rw [hZ]
```

The one error, unsolved goals, says that the proof of `hZ` ended with an equation still open. Its two sides are mathematically equal: the left multiplies by `|B.det|⁻¹`, the right divides by `|B.det|`.

The last rewrite, `div_eq_inv_mul`, was meant to turn that division into a multiplication by the inverse. Given no arguments, `rw` settles on one instance of the pattern `a / b` and rewrites only the occurrences of that instance. Here it settled on `2 * Real.pi / β` under the square root, which the message shows as `β⁻¹ * (2 * Real.pi)` on both sides. The division by `|B.det|` was left alone, and the closing `rfl` that `rw` tries did not prove the equation.

The repair drops this rewrite and ends with `exact (div_eq_inv_mul _ _).symm`. The reversed lemma reads `b⁻¹ * a = a / b`, which is the shape of the whole goal, so matching against it fixes `b` as `|B.det|` and `a` as the power of the square root.
